# With unequal positive hoppings to the left and to the right, the open chain has a real spectrum and the potential-free ring of three or more sites does not

In both Hamiltonians here a particle hops from each site to the next with real amplitude $a$ and back with real amplitude $b$, the same two values on every bond. All matrix entries are real, but a real matrix that isn't symmetric can have complex eigenvalues. The matrices are therefore stored as real, and the reality of their spectra is tested with complex eigenvectors. A second choice concerns the sites: the open chain is labelled by $0,\dots,N-1$, the ring by integers modulo $N$, so that the boundary condition is part of the labelling.

```lean
import Mathlib

open Matrix
open scoped ComplexOrder

namespace ImaginaryGaugeField

noncomputable section
```

This loads the mathematical library Mathlib and opens a namespace for the definitions.

```lean
/-- Every complex eigenvalue of the real matrix `H` is real. -/
def HasRealSpectrum {n : Type*} [Fintype n] (H : Matrix n n ℝ) : Prop :=
  ∀ (μ : ℂ) (v : n → ℂ), v ≠ 0 → H.map Complex.ofRealHom *ᵥ v = μ • v → μ.im = 0
```

`HasRealSpectrum H` says: whenever $Hv=\mu v$ with $\mu$ complex and $v$ a nonzero complex vector, $\operatorname{Im}\mu=0$. The expression `H.map Complex.ofRealHom` is $H$ with its entries read as complex numbers, and `*ᵥ` applies a matrix to a vector.

## The two Hamiltonians and the gauge transformation

```lean
/-- The open chain with hopping `a` from site `j` to `j + 1`, hopping `b` from `j + 1` to `j`,
and on-site potential `V`. -/
def openChain {N : ℕ} (a b : ℝ) (V : Fin N → ℝ) : Matrix (Fin N) (Fin N) ℝ :=
  Matrix.of fun i j =>
    (if (i : ℕ) = (j : ℕ) + 1 then a else 0) + (if (j : ℕ) = (i : ℕ) + 1 then b else 0)
      + (if i = j then V i else 0)
```

The row $i$ is the target site and the column $j$ the source. Hence $H_{j+1,j}=a$, $H_{j,j+1}=b$ and $H_{jj}=V_j$. The type `Fin N` holds the labels $0,\dots,N-1$, and no extra bond closes the chain into a ring.

For positive hoppings one may write $a=te^{g}$ and $b=te^{-g}$. An ordinary vector potential gives the two directions opposite phases; here the phase is imaginary and becomes a real factor $e^{\pm g}$. The condition $a\neq b$ thus stands for a nonzero imaginary gauge field, a preferred direction of hopping.

```lean
/-- The ring of `N` sites with hopping `a` from `j` to `j + 1` and `b` from `j + 1` to `j`,
site labels being taken modulo `N`. -/
def ringChain (N : ℕ) (a b : ℝ) : Matrix (ZMod N) (ZMod N) ℝ :=
  Matrix.of fun i j => (if j = i - 1 then a else 0) + (if j = i + 1 then b else 0)
```

On the ring, $(Hv)_i=a\,v_{i-1}+b\,v_{i+1}$, with labels in `ZMod N`, where $N-1$ is followed by $0$. There is no on-site potential.

```lean
/-- The diagonal matrix that multiplies the amplitude on site `j` by `r ^ j`. -/
def imaginaryGauge (N : ℕ) (r : ℝ) : Matrix (Fin N) (Fin N) ℝ :=
  Matrix.diagonal fun j => r ^ (j : ℕ)
```

This is the diagonal matrix $\mathrm{diag}(1,r,r^2,\dots)$. For $r\neq0$ it is invertible and acts as a gauge transformation with a real factor in place of a phase, so in general it is not unitary.

```lean
/-- The energy `a e^(-ik) + b e^(ik)` of a plane wave with wave number `k`. -/
def blochEnergy (a b k : ℝ) : ℂ :=
  a * Complex.exp (-(k * Complex.I)) + b * Complex.exp (k * Complex.I)
```

With an upright $\mathrm i$ for the imaginary unit, this is $E(k)=a\,e^{-\mathrm ik}+b\,e^{\mathrm ik}$.

## Why the open chain has real eigenvalues

```lean
/-- A real symmetric matrix has real spectrum. -/
theorem hasRealSpectrum_of_isSymm {n : Type*} [Fintype n] {H : Matrix n n ℝ}
    (hS : H.IsSymm) : HasRealSpectrum H := by
  intro μ v hv hHv
  have hH : (H.map Complex.ofRealHom)ᴴ = H.map Complex.ofRealHom := by
    ext i j
    have hij := hS.apply i j
    simp [Matrix.conjTranspose_apply, hij]
  -- evaluate the expectation value with `H` acting to the right and to the left
  have h1 : μ * (star v ⬝ᵥ v) = star μ * (star v ⬝ᵥ v) := by
    calc μ * (star v ⬝ᵥ v) = star v ⬝ᵥ (H.map Complex.ofRealHom *ᵥ v) := by
          rw [hHv, dotProduct_smul, smul_eq_mul]
      _ = star (H.map Complex.ofRealHom *ᵥ v) ⬝ᵥ v := by
          rw [Matrix.dotProduct_mulVec, Matrix.star_mulVec, hH]
      _ = star μ * (star v ⬝ᵥ v) := by
          rw [hHv, star_smul, smul_dotProduct, smul_eq_mul]
  have hne : star v ⬝ᵥ v ≠ 0 := fun h => hv (dotProduct_star_self_eq_zero.mp h)
  exact Complex.conj_eq_iff_im.mp (mul_right_cancel₀ hne h1).symm
```

In a Lean theorem the hypotheses stand before the final colon, the claim after it, and the proof after `:=`. Here $H$ is real and symmetric, hence Hermitian. If $Hv=\mu v$, then

$$\mu\langle v,v\rangle=\langle v,Hv\rangle=\langle Hv,v\rangle=\mu^*\langle v,v\rangle .$$

Since $v\neq0$, also $\langle v,v\rangle\neq0$, and so $\mu=\mu^*$. The `calc` block is this chain of equalities, `hne` is the nonzero norm, and the last line cancels it.

```lean
/-- If `H` is similar to a matrix with real spectrum, then `H` has real spectrum. -/
theorem hasRealSpectrum_of_similar {n : Type*} [Fintype n] [DecidableEq n]
    {H K G G' : Matrix n n ℝ} (hG : G * G' = 1) (h : G' * H * G = K)
    (hK : HasRealSpectrum K) : HasRealSpectrum H := by
  intro μ v hv hHv
  have hG' : G.map Complex.ofRealHom * G'.map Complex.ofRealHom = 1 := by
    rw [← Matrix.map_mul, hG]
    simp
  have hK' : K.map Complex.ofRealHom * G'.map Complex.ofRealHom
      = G'.map Complex.ofRealHom * H.map Complex.ofRealHom := by
    rw [← Matrix.map_mul, ← Matrix.map_mul, ← h, Matrix.mul_assoc, hG, Matrix.mul_one]
  -- the transformed vector is an eigenvector of `K` with the same eigenvalue
  apply hK μ (G'.map Complex.ofRealHom *ᵥ v)
  · intro h0
    apply hv
    calc v = (G.map Complex.ofRealHom * G'.map Complex.ofRealHom) *ᵥ v := by
          rw [hG', Matrix.one_mulVec]
      _ = 0 := by rw [← Matrix.mulVec_mulVec, h0, Matrix.mulVec_zero]
  · rw [Matrix.mulVec_mulVec, hK', ← Matrix.mulVec_mulVec, hHv, Matrix.mulVec_smul]
```

Let $GG'=1$ and $K=G'HG$. Then $KG'=G'HGG'=G'H$. If $Hv=\mu v$, the vector $w=G'v$ obeys

$$Kw=G'Hv=\mu w .$$

It is nonzero, because $v=Gw$. So $\mu$ is an eigenvalue of $K$ and therefore real. The identity $KG'=G'H$ is `hK'`; the two bullets at the end check that $w\neq0$ and that it satisfies the eigenvalue equation.

```lean
/-- The gauge transformation with ratio `r` and inverse ratio `s` multiplies the hopping `a`
by `s` and the hopping `b` by `r`, and leaves the potential unchanged. -/
theorem imaginaryGauge_conj {N : ℕ} {r s : ℝ} (hsr : s * r = 1) (a b : ℝ) (V : Fin N → ℝ) :
    imaginaryGauge N s * openChain a b V * imaginaryGauge N r
      = openChain (s * a) (r * b) V := by
  have hp : ∀ k : ℕ, s ^ k * r ^ k = 1 := fun k => by rw [← mul_pow, hsr, one_pow]
  ext i j
  simp only [imaginaryGauge, Matrix.mul_diagonal, Matrix.diagonal_mul, openChain,
    Matrix.of_apply]
  by_cases h1 : (i : ℕ) = (j : ℕ) + 1
  · have h2 : ¬ (j : ℕ) = (i : ℕ) + 1 := by omega
    have h3 : ¬ i = j := fun h => by rw [h] at h1; omega
    simp only [if_pos h1, if_neg h2, if_neg h3]
    rw [h1]
    linear_combination (s * a) * hp j
  · by_cases h2 : (j : ℕ) = (i : ℕ) + 1
    · have h3 : ¬ i = j := fun h => by rw [h] at h2; omega
      simp only [if_neg h1, if_pos h2, if_neg h3]
      rw [h2]
      linear_combination (r * b) * hp i
    · by_cases h3 : i = j
      · simp only [if_neg h1, if_neg h2, if_pos h3]
        rw [h3]
        linear_combination V j * hp j
      · simp only [if_neg h1, if_neg h2, if_neg h3]
        ring
```

Take $sr=1$. The transformed matrix has the entries $s^iH_{ij}r^j$, which gives

- for $i=j+1$: $s^{j+1}a\,r^j=sa$;
- for $j=i+1$: $s^i b\,r^{i+1}=rb$;
- for $i=j$: $s^jV_jr^j=V_j$.

All other entries vanish. The proof splits into the same cases with `by_cases`, and `linear_combination` uses $s^kr^k=1$, recorded as `hp`.

```lean
/-- For positive hoppings an invertible diagonal gauge transformation turns the open chain into
a real symmetric chain with hopping `√(ab)` in both directions and the same potential. -/
theorem openChain_symmetrised {N : ℕ} {a b : ℝ} (ha : 0 < a) (hb : 0 < b) (V : Fin N → ℝ) :
    imaginaryGauge N (Real.sqrt (a / b)) * imaginaryGauge N (Real.sqrt (b / a)) = 1 ∧
    imaginaryGauge N (Real.sqrt (b / a)) * openChain a b V * imaginaryGauge N (Real.sqrt (a / b))
      = openChain (Real.sqrt (a * b)) (Real.sqrt (a * b)) V ∧
    (openChain (Real.sqrt (a * b)) (Real.sqrt (a * b)) V).IsSymm := by
  obtain ⟨x, hx, rfl⟩ : ∃ x : ℝ, 0 < x ∧ x ^ 2 = a :=
    ⟨Real.sqrt a, Real.sqrt_pos.2 ha, Real.sq_sqrt ha.le⟩
  obtain ⟨y, hy, rfl⟩ : ∃ y : ℝ, 0 < y ∧ y ^ 2 = b :=
    ⟨Real.sqrt b, Real.sqrt_pos.2 hb, Real.sq_sqrt hb.le⟩
  have e1 : Real.sqrt (x ^ 2 / y ^ 2) = x / y := by
    rw [← div_pow, Real.sqrt_sq (by positivity)]
  have e2 : Real.sqrt (y ^ 2 / x ^ 2) = y / x := by
    rw [← div_pow, Real.sqrt_sq (by positivity)]
  have e3 : Real.sqrt (x ^ 2 * y ^ 2) = x * y := by
    rw [← mul_pow, Real.sqrt_sq (by positivity)]
  have hsr : y / x * (x / y) = 1 := by field_simp
  rw [e1, e2, e3]
  refine ⟨?_, ?_, ?_⟩
  · rw [imaginaryGauge, imaginaryGauge, Matrix.diagonal_mul_diagonal, ← Matrix.diagonal_one]
    congr 1
    funext j
    rw [← mul_pow, mul_comm, hsr, one_pow]
  · have h1 : y / x * x ^ 2 = x * y := by field_simp
    have h2 : x / y * y ^ 2 = x * y := by field_simp
    rw [imaginaryGauge_conj hsr, h1, h2]
  · apply Matrix.IsSymm.ext
    intro i j
    by_cases h : i = j
    · rw [h]
    · simp only [openChain, Matrix.of_apply, if_neg h, if_neg (Ne.symm h)]
      ring
```

Choose $r=\sqrt{a/b}$ and $s=\sqrt{b/a}$. Both hoppings become equal:

$$sa=\sqrt{ab}=rb .$$

The theorem makes three claims, joined by `∧`: the two gauge matrices are inverse to each other, they turn the chain into one with hopping $\sqrt{ab}$ both ways, and that chain is symmetric. To avoid handling roots, the proof writes $a=x^2$ and $b=y^2$ with $x,y>0$, so that the three roots are $x/y$, $y/x$ and $xy$.

```lean
/-- The open chain with positive hoppings and any real potential has real spectrum. -/
theorem openChain_hasRealSpectrum {N : ℕ} {a b : ℝ} (ha : 0 < a) (hb : 0 < b)
    (V : Fin N → ℝ) : HasRealSpectrum (openChain a b V) := by
  obtain ⟨hG, hK, hS⟩ := openChain_symmetrised ha hb V
  exact hasRealSpectrum_of_similar hG hK (hasRealSpectrum_of_isSymm hS)
```

The symmetrisation combines with the two general results on symmetric and similar matrices: the chain is similar to a symmetric matrix, which has a real spectrum. The potential $V$ is arbitrary, so on-site disorder is included; the hoppings are the same on every bond.

## Why the ring has a non-real eigenvalue

```lean
/-- On the ring the plane wave with wave number `k = 2πm/N` satisfies the eigenvalue equation
with energy `a e^(-ik) + b e^(ik)`. -/
theorem ringChain_planeWave (N : ℕ) [NeZero N] (a b : ℝ) (m : ℤ) :
    (ringChain N a b).map Complex.ofRealHom *ᵥ
        (fun j => ZMod.stdAddChar ((m : ZMod N) * j))
      = blochEnergy a b (2 * Real.pi * m / N) •
        (fun j => ZMod.stdAddChar ((m : ZMod N) * j)) := by
  have hp : ∀ n : ℤ, ZMod.stdAddChar (n : ZMod N)
      = Complex.exp (((2 * Real.pi * n / N : ℝ) : ℂ) * Complex.I) := by
    intro n
    rw [ZMod.stdAddChar_coe]
    congr 1
    push_cast
    ring
  have hm : ZMod.stdAddChar (-(m : ZMod N))
      = Complex.exp (-(((2 * Real.pi * m / N : ℝ) : ℂ) * Complex.I)) := by
    rw [← Int.cast_neg, hp]
    congr 1
    push_cast
    ring
  ext i
  -- moving by one site multiplies the plane wave by a phase
  have s1 : ZMod.stdAddChar ((m : ZMod N) * (i - 1))
      = ZMod.stdAddChar ((m : ZMod N) * i) * ZMod.stdAddChar (-(m : ZMod N)) := by
    rw [← AddChar.map_add_eq_mul]
    congr 1
    ring
  have s2 : ZMod.stdAddChar ((m : ZMod N) * (i + 1))
      = ZMod.stdAddChar ((m : ZMod N) * i) * ZMod.stdAddChar (m : ZMod N) := by
    rw [← AddChar.map_add_eq_mul]
    congr 1
    ring
  simp only [Matrix.mulVec, dotProduct, Matrix.map_apply, ringChain, Matrix.of_apply, map_add,
    apply_ite Complex.ofRealHom, map_zero, add_mul, ite_mul, zero_mul,
    Finset.sum_add_distrib, Finset.sum_ite_eq', Finset.mem_univ, if_true,
    Pi.smul_apply, smul_eq_mul, Complex.ofRealHom_eq_coe]
  rw [s1, s2, hm, hp m, blochEnergy]
  ring
```

The function `ZMod.stdAddChar` supplies the plane wave $\psi_j=e^{\mathrm ikj}$ with $k=2\pi m/N$; its normalised form is $\psi_j/\sqrt N$. A step by one site changes only the phase, so

$$(H\psi)_i=a\,\psi_{i-1}+b\,\psi_{i+1}=\left(a\,e^{-\mathrm ik}+b\,e^{\mathrm ik}\right)\psi_i .$$

The steps `s1` and `s2` are the two phase shifts. The assumption `[NeZero N]` says that $N\neq0$.

```lean
/-- A ring of at least three sites with unequal hoppings has a non-real eigenvalue. -/
theorem ringChain_nonreal (N : ℕ) [NeZero N] (hN : 3 ≤ N) {a b : ℝ} (hab : a ≠ b) :
    ∃ (μ : ℂ) (v : ZMod N → ℂ), v ≠ 0 ∧
      (ringChain N a b).map Complex.ofRealHom *ᵥ v = μ • v ∧ μ.im ≠ 0 := by
  have him : ∀ k : ℝ, (blochEnergy a b k).im = (b - a) * Real.sin k := by
    intro k
    have h : -((k : ℂ) * Complex.I) = ((-k : ℝ) : ℂ) * Complex.I := by
      push_cast
      ring
    rw [blochEnergy, h, Complex.add_im, Complex.im_ofReal_mul, Complex.im_ofReal_mul,
      Complex.exp_ofReal_mul_I_im, Complex.exp_ofReal_mul_I_im, Real.sin_neg]
    ring
  have hN3 : (3 : ℝ) ≤ N := by exact_mod_cast hN
  have hN0 : (0 : ℝ) < N := by linarith
  have hpi := Real.pi_pos
  -- the longest non-uniform wave has `0 < k < π`
  refine ⟨blochEnergy a b (2 * Real.pi * (1 : ℤ) / N),
    fun j => ZMod.stdAddChar (((1 : ℤ) : ZMod N) * j), ?_, ringChain_planeWave N a b 1, ?_⟩
  · intro h
    have h0 := congrFun h 0
    simp at h0
  · rw [him]
    refine mul_ne_zero (sub_ne_zero.2 hab.symm) (Real.sin_pos_of_pos_of_lt_pi ?_ ?_).ne'
    · exact div_pos (by push_cast; linarith) hN0
    · rw [div_lt_iff₀ hN0]
      push_cast
      nlinarith [mul_nonneg hpi.le (sub_nonneg.2 hN3)]
```

The imaginary part of the energy is

$$\operatorname{Im}E(k)=(b-a)\sin k .$$

For $m=1$ and $N\ge3$ we have $0<k=2\pi/N<\pi$, so $\sin k>0$, and $a\neq b$ makes the product nonzero. The proof supplies this energy and wave as the required $\mu$ and $v$; the wave is nonzero because it equals $1$ at site $0$. The signs of $a$ and $b$ play no part.

```lean
/-- A ring of at least three sites has real spectrum exactly when its two hoppings are equal. -/
theorem ringChain_hasRealSpectrum_iff (N : ℕ) [NeZero N] (hN : 3 ≤ N) (a b : ℝ) :
    HasRealSpectrum (ringChain N a b) ↔ a = b := by
  constructor
  · intro h
    by_contra hab
    obtain ⟨μ, v, hv, hμ, him⟩ := ringChain_nonreal N hN hab
    exact him (h μ v hv hμ)
  · rintro rfl
    apply hasRealSpectrum_of_isSymm
    apply Matrix.IsSymm.ext
    intro i j
    have e1 : i = j - 1 ↔ j = i + 1 :=
      ⟨fun h => by rw [h]; ring, fun h => by rw [h]; ring⟩
    have e2 : i = j + 1 ↔ j = i - 1 :=
      ⟨fun h => by rw [h]; ring, fun h => by rw [h]; ring⟩
    show (if i = j - 1 then a else 0) + (if i = j + 1 then a else 0)
      = (if j = i - 1 then a else 0) + (if j = i + 1 then a else 0)
    rw [if_congr e1 rfl rfl, if_congr e2 rfl rfl]
    exact add_comm _ _
```

One direction is the previous theorem. For the other, $a=b$ makes the ring matrix symmetric, and its spectrum is real.

```lean
/-- The ring of two sites has real spectrum for all real hoppings. -/
theorem twoSiteRing_hasRealSpectrum (a b : ℝ) : HasRealSpectrum (ringChain 2 a b) := by
  have e1 : ∀ i j : ZMod 2, i = j - 1 ↔ j = i - 1 := by decide
  have e2 : ∀ i j : ZMod 2, i = j + 1 ↔ j = i + 1 := by decide
  apply hasRealSpectrum_of_isSymm
  apply Matrix.IsSymm.ext
  intro i j
  show (if i = j - 1 then a else 0) + (if i = j + 1 then b else 0)
    = (if j = i - 1 then a else 0) + (if j = i + 1 then b else 0)
  rw [if_congr (e1 i j) rfl rfl, if_congr (e2 i j) rfl rfl]
```

Modulo 2, $i-1$ and $i+1$ are the same site. Both bonds join the same pair, both off-diagonal entries are $a+b$, and the matrix is symmetric even when $a\neq b$. The bound $N\ge3$ therefore can't be lowered to 2. The tactic `decide` checks the label identities by running through all cases.

## The same hoppings with two boundary conditions

```lean
/-- For unequal positive hoppings and at least three sites, the open chain has real spectrum in
every real potential, while the ring without potential has a non-real eigenvalue. -/
theorem open_real_ring_nonreal (N : ℕ) [NeZero N] (hN : 3 ≤ N) {a b : ℝ}
    (ha : 0 < a) (hb : 0 < b) (hab : a ≠ b) :
    (∀ V : Fin N → ℝ, HasRealSpectrum (openChain a b V)) ∧
    ∃ (μ : ℂ) (v : ZMod N → ℂ), v ≠ 0 ∧
      (ringChain N a b).map Complex.ofRealHom *ᵥ v = μ • v ∧ μ.im ≠ 0 :=
  ⟨openChain_hasRealSpectrum ha hb, ringChain_nonreal N hN hab⟩

end

end ImaginaryGaugeField
```

The final theorem puts both halves side by side for the same $a$, $b$ and $N$. It gives at least one non-real eigenvalue of the ring, and leaves open what a potential on the ring would do.

For finite, non-interacting chains whose nearest-neighbour hopping is stronger in one direction than in the other, this means that energies computed with periodic boundary conditions can be complex where those of the open sample are real, so the Bloch energies can't simply be read as the levels of the open chain.

```lean
#print axioms ImaginaryGaugeField.ringChain_hasRealSpectrum_iff
#print axioms ImaginaryGaugeField.twoSiteRing_hasRealSpectrum
#print axioms ImaginaryGaugeField.open_real_ring_nonreal
```

```
'ImaginaryGaugeField.ringChain_hasRealSpectrum_iff' depends on axioms: [propext, Classical.choice, Quot.sound]
'ImaginaryGaugeField.twoSiteRing_hasRealSpectrum' depends on axioms: [propext, Classical.choice, Quot.sound]
'ImaginaryGaugeField.open_real_ring_nonreal' depends on axioms: [propext, Classical.choice, Quot.sound]
```
